# A staggered–eclipsed scan underestimates the barrier of a threefold rotor when its sixfold term exceeds a quarter of its threefold term

A methyl-like group turns about a single bond, and we want the energy needed to take it all the way round. Two calculations seem enough: one at the staggered geometry and one at the eclipsed geometry, 60° away. The difference of the two energies is the barrier, provided that the staggered geometry really is the bottom of the curve and the eclipsed geometry the top. If turning either way from the staggered geometry costs the same energy, the eclipsed geometry is a stationary point by symmetry, but it need not be a maximum. A sufficiently large positive sixfold term turns it into a well between two higher humps, and the two-point scan cannot see them.

## The potential and its two barriers

Let $p$ be the dihedral angle in radians, measured from the staggered geometry, and let $V_3$ and $V_6$ be the threefold and sixfold coefficients, in any common energy unit. The model is

$$V(p)=\frac{V_3}{2}(1-\cos 3p)+\frac{V_6}{2}(1-\cos 6p).$$

In Lean 4 with Mathlib:

```lean
import Mathlib

open scoped Real Topology

namespace TorsionalScan

noncomputable section

/-- Torsional potential with a threefold term `V₃` and a sixfold term `V₆`, as a function of
the dihedral angle `p` in radians, measured from the staggered geometry. -/
def potential (V₃ V₆ p : ℝ) : ℝ :=
  V₃ * (1 - Real.cos (3 * p)) / 2 + V₆ * (1 - Real.cos (6 * p)) / 2
```

The coefficients are arbitrary real numbers at this stage, so either may be negative. The angle runs over the whole real line, and periodicity comes from the cosines. The scan barrier is the eclipsed energy minus the staggered one, $V(\pi/3)-V(0)$.

```lean
/-- Barrier read off from a two-point scan: the eclipsed energy (60°) minus the staggered
energy (0°). -/
def scanBarrier (V₃ V₆ : ℝ) : ℝ := potential V₃ V₆ (π / 3) - potential V₃ V₆ 0
```

The true barrier compares the highest and lowest energies over all angles, $\sup_p V(p)-\inf_p V(p)$.

```lean
/-- True barrier to full rotation: the highest minus the lowest energy over all angles. -/
def rotorBarrier (V₃ V₆ : ℝ) : ℝ :=
  sSup (Set.range (potential V₃ V₆)) - sInf (Set.range (potential V₃ V₆))
```

Here `Set.range (potential V₃ V₆)` is the set of all values that the potential takes. This is a classical barrier on a fixed curve: zero-point energy, tunnelling and coupling to other coordinates do not enter.

## A quadratic in the cosine

Write $c=\cos 3p$, which takes every value in $[-1,1]$. Since $\cos 6p=2c^2-1$, we have $(1-\cos 6p)/2=1-c^2$, and therefore

$$V=\frac{V_3}{2}(1-c)+V_6(1-c^2).$$

```lean
/-- The potential is a quadratic polynomial in `cos 3p`. -/
theorem potential_eq (V₃ V₆ p : ℝ) :
    potential V₃ V₆ p =
      V₃ * (1 - Real.cos (3 * p)) / 2 + V₆ * (1 - Real.cos (3 * p) ^ 2) := by
  have h : Real.cos (6 * p) = 2 * Real.cos (3 * p) ^ 2 - 1 := by
    rw [← Real.cos_two_mul]
    congr 1
    ring
  rw [potential, h]
  ring
```

The staggered angle $p=0$ has $c=1$, so $V=0$. The eclipsed angle $p=\pi/3$ has $c=-1$, so the sixfold contribution vanishes again and $V=V_3$.

```lean
/-- The staggered energy is zero and the eclipsed energy is `V₃`, whatever the sixfold term. -/
theorem staggered_and_eclipsed (V₃ V₆ : ℝ) :
    potential V₃ V₆ 0 = 0 ∧ potential V₃ V₆ (π / 3) = V₃ := by
  have h : 3 * (π / 3) = π := by ring
  constructor
  · rw [potential_eq, mul_zero, Real.cos_zero]
    ring
  · rw [potential_eq, h, Real.cos_pi]
    ring
```

The scan therefore returns $V_3$ whatever the value of $V_6$: both sampled angles are zeros of the sixfold term.

## The height of the hidden extremum

For $V_6\neq 0$, completing the square in $c$ gives

$$V=\frac{V_3}{2}+V_6-\frac{V_3}{2}c-V_6c^2=\frac{(V_3+4V_6)^2}{16V_6}-V_6\left(c+\frac{V_3}{4V_6}\right)^2.$$

```lean
/-- For `V₆ ≠ 0`, completing the square in `cos 3p` writes the potential as a constant minus `V₆`
times a square. -/
theorem potential_completed_square (V₃ V₆ p : ℝ) (h : V₆ ≠ 0) :
    potential V₃ V₆ p = (V₃ + 4 * V₆) ^ 2 / (16 * V₆)
      - V₆ * (Real.cos (3 * p) + V₃ / (4 * V₆)) ^ 2 := by
  rw [potential_eq]
  field_simp
  ring
```

The constant is an energy of the rotor only if the square can vanish, which requires $c=-V_3/(4V_6)$ to be a possible cosine. That is the case when $|V_3|\le 4|V_6|$, and a suitable angle is

$$p=\tfrac13\arccos\left(-\frac{V_3}{4V_6}\right).$$

```lean
/-- If `V₆ ≠ 0` and `|V₃| ≤ 4|V₆|`, some angle has the energy `(V₃ + 4V₆)² / (16V₆)`. -/
theorem extremum_attained (V₃ V₆ : ℝ) (h : V₆ ≠ 0) (hr : |V₃| ≤ 4 * |V₆|) :
    ∃ p, potential V₃ V₆ p = (V₃ + 4 * V₆) ^ 2 / (16 * V₆) := by
  have hpos : 0 < 4 * |V₆| := mul_pos (by norm_num) (abs_pos.mpr h)
  have hx : |V₃ / (4 * V₆)| ≤ 1 := by
    rw [abs_div, abs_mul, abs_of_pos (by norm_num : (0 : ℝ) < 4), div_le_one hpos]
    exact hr
  obtain ⟨h1, h2⟩ := abs_le.mp hx
  -- the angle at which the completed square vanishes
  refine ⟨Real.arccos (-(V₃ / (4 * V₆))) / 3, ?_⟩
  have h3 : 3 * (Real.arccos (-(V₃ / (4 * V₆))) / 3) = Real.arccos (-(V₃ / (4 * V₆))) := by
    ring
  rw [potential_completed_square _ _ _ h, h3, Real.cos_arccos (by linarith) (by linarith)]
  ring
```

The proof first turns the hypothesis into $|V_3/(4V_6)|\le 1$, then supplies this angle and lets `Real.cos_arccos` evaluate its cosine. For positive $V_6$ the energy found is a maximum, for negative $V_6$ a minimum.

## When the sampled points are the global extrema

Let $V_3\ge 0$. The potential factorises around each sampled energy:

$$V=(1-c)\left[\frac{V_3}{2}+V_6(1+c)\right],\qquad V_3-V=(1+c)\left[\frac{V_3}{2}-V_6(1-c)\right].$$

The factors outside the brackets are non-negative. The brackets can be rewritten as

$$\left(V_6+\frac{V_3}{4}\right)(1+c)+\frac{V_3}{4}(1-c),\qquad \left(\frac{V_3}{4}-V_6\right)(1-c)+\frac{V_3}{4}(1+c).$$

The first is non-negative if $V_6\ge -V_3/4$, so the staggered energy is the lowest. The second is non-negative if $V_6\le V_3/4$, so the eclipsed energy is the highest.

```lean
/-- For `V₃ ≥ 0`, the staggered geometry is a global minimum if `V₆ ≥ -V₃/4`, and the eclipsed
geometry is a global maximum if `V₆ ≤ V₃/4`. -/
theorem global_extrema (V₃ V₆ : ℝ) (h3 : 0 ≤ V₃) :
    (-(V₃ / 4) ≤ V₆ → IsLeast (Set.range (potential V₃ V₆)) 0) ∧
    (V₆ ≤ V₃ / 4 → IsGreatest (Set.range (potential V₃ V₆)) V₃) := by
  obtain ⟨hs, he⟩ := staggered_and_eclipsed V₃ V₆
  refine ⟨fun h => ⟨⟨0, hs⟩, ?_⟩, fun h => ⟨⟨π / 3, he⟩, ?_⟩⟩
  · rintro _ ⟨p, rfl⟩
    have ha : 0 ≤ 1 + Real.cos (3 * p) := by linarith [Real.neg_one_le_cos (3 * p)]
    have hb : 0 ≤ 1 - Real.cos (3 * p) := by linarith [Real.cos_le_one (3 * p)]
    have hk : 0 ≤ V₃ / 2 + V₆ * (1 + Real.cos (3 * p)) := by
      linarith [mul_nonneg (by linarith : 0 ≤ V₆ + V₃ / 4) ha, mul_nonneg h3 hb]
    rw [potential_eq]
    linarith [mul_nonneg hb hk]
  · rintro _ ⟨p, rfl⟩
    have ha : 0 ≤ 1 + Real.cos (3 * p) := by linarith [Real.neg_one_le_cos (3 * p)]
    have hb : 0 ≤ 1 - Real.cos (3 * p) := by linarith [Real.cos_le_one (3 * p)]
    have hk : 0 ≤ V₃ / 2 - V₆ * (1 - Real.cos (3 * p)) := by
      linarith [mul_nonneg (by linarith : 0 ≤ V₃ / 4 - V₆) hb, mul_nonneg h3 ha]
    rw [potential_eq]
    linarith [mul_nonneg ha hk]
```

`IsLeast` and `IsGreatest` say that the number is a bound on the energies and is itself one of them. In the code, `hk` is the sign of the bracket, and the final `linarith` receives the product of the two non-negative factors.

## The eclipsed geometry as a well

Now let $V_6>V_3/4$. The second factorisation, with its sign reversed, reads

$$V-V_3=(1+c)\left[V_6(1-c)-\frac{V_3}{2}\right].$$

At $p=\pi/3$ the bracket equals $2V_6-V_3/2>0$, and by continuity it stays positive nearby. The factor $1+c$ is positive at every angle in $(0,2\pi/3)$ except $\pi/3$. Close to the eclipsed angle, but not at it, the energy is therefore strictly above $V_3$.

```lean
/-- If `V₆ > V₃/4`, the eclipsed geometry is a strict local minimum of the potential. -/
theorem eclipsed_strict_local_min (V₃ V₆ : ℝ) (h6 : V₃ / 4 < V₆) :
    ∀ᶠ p in 𝓝[≠] (π / 3), potential V₃ V₆ (π / 3) < potential V₃ V₆ p := by
  have hopen : IsOpen {p : ℝ | V₃ / 2 < V₆ * (1 - Real.cos (3 * p))} :=
    isOpen_lt continuous_const (by fun_prop)
  have hmem : π / 3 ∈ {p : ℝ | V₃ / 2 < V₆ * (1 - Real.cos (3 * p))} := by
    have h : 3 * (π / 3) = π := by ring
    rw [Set.mem_ofPred_eq, h, Real.cos_pi]
    linarith
  have hI : Set.Ioo 0 (2 * π / 3) ∈ 𝓝 (π / 3) :=
    Ioo_mem_nhds (by linarith [Real.pi_pos]) (by linarith [Real.pi_pos])
  filter_upwards [nhdsWithin_le_nhds (hopen.mem_nhds hmem), nhdsWithin_le_nhds hI,
    self_mem_nhdsWithin] with p hp hpI hne
  have hne' : p ≠ π / 3 := by simpa using hne
  obtain ⟨hp0, hp1⟩ := hpI
  -- close to the eclipsed angle, `cos 3p = -1` only at that angle itself
  have hc : -1 < Real.cos (3 * p) := by
    refine lt_of_le_of_ne (Real.neg_one_le_cos _) fun h => hne' ?_
    have h1 : Real.cos (3 * p - π) = 1 := by
      rw [Real.cos_sub_pi, ← h]
      norm_num
    have hl : -(2 * π) < 3 * p - π := by linarith [Real.pi_pos]
    have hu : 3 * p - π < 2 * π := by linarith [Real.pi_pos]
    have h2 := (Real.cos_eq_one_iff_of_lt_of_lt hl hu).mp h1
    linarith
  rw [(staggered_and_eclipsed V₃ V₆).2, potential_eq]
  linarith [mul_pos (by linarith : 0 < 1 + Real.cos (3 * p)) (sub_pos.mpr hp)]
```

The expression `∀ᶠ p in 𝓝[≠] (π / 3)` means "for all $p$ close enough to $\pi/3$ and different from it", which is the strict local minimum. Here `hopen` says that the set where the bracket is positive is open, `hmem` that it contains $\pi/3$, and `hI` that the interval is a neighbourhood of $\pi/3$; `filter_upwards` combines these facts with $p\ne\pi/3$. The step `hc` proves $c>-1$: otherwise $\cos(3p-\pi)=1$ with $|3p-\pi|<2\pi$, which forces $p=\pi/3$.

No derivative is used. Differentiating twice gives the same threshold, since $V''(\pi/3)=18(V_6-V_3/4)$ changes sign there.

## The size of the underestimate

Take $V_3>0$, so that the eclipsed geometry lies above the staggered one, and $V_6>V_3/4$, so that it is a well. Then $V_6>0$, the completed square bounds $V$ from above, and the bound is attained. The lowest energy is still $0$, so the true barrier is $(V_3+4V_6)^2/(16V_6)$. It exceeds the scan barrier by

$$\frac{(V_3+4V_6)^2}{16V_6}-V_3=\frac{(4V_6-V_3)^2}{16V_6}>0.$$

```lean
/-- For `V₃ > 0` and `V₆ > V₃/4` the two-point scan gives `V₃`, but the eclipsed point is a
strict local minimum; the highest energy and the true barrier are both
`(V₃ + 4V₆)² / (16V₆)`, and the scan underestimates the barrier. -/
theorem scan_underestimates_barrier (V₃ V₆ : ℝ) (h3 : 0 < V₃) (h6 : V₃ / 4 < V₆) :
    scanBarrier V₃ V₆ = V₃ ∧
    (∀ᶠ p in 𝓝[≠] (π / 3), potential V₃ V₆ (π / 3) < potential V₃ V₆ p) ∧
    IsGreatest (Set.range (potential V₃ V₆)) ((V₃ + 4 * V₆) ^ 2 / (16 * V₆)) ∧
    rotorBarrier V₃ V₆ = (V₃ + 4 * V₆) ^ 2 / (16 * V₆) ∧
    scanBarrier V₃ V₆ < rotorBarrier V₃ V₆ := by
  have hpos : 0 < V₆ := by linarith
  have hscan : scanBarrier V₃ V₆ = V₃ := by
    rw [scanBarrier, (staggered_and_eclipsed V₃ V₆).1, (staggered_and_eclipsed V₃ V₆).2,
      sub_zero]
  have hmax : IsGreatest (Set.range (potential V₃ V₆)) ((V₃ + 4 * V₆) ^ 2 / (16 * V₆)) := by
    refine ⟨extremum_attained V₃ V₆ hpos.ne' ?_, ?_⟩
    · rw [abs_of_pos h3, abs_of_pos hpos]
      linarith
    · rintro _ ⟨p, rfl⟩
      rw [potential_completed_square _ _ _ hpos.ne']
      linarith [mul_nonneg hpos.le (sq_nonneg (Real.cos (3 * p) + V₃ / (4 * V₆)))]
  have hbar : rotorBarrier V₃ V₆ = (V₃ + 4 * V₆) ^ 2 / (16 * V₆) := by
    rw [rotorBarrier, hmax.csSup_eq,
      ((global_extrema V₃ V₆ h3.le).1 (by linarith)).csInf_eq, sub_zero]
  refine ⟨hscan, eclipsed_strict_local_min V₃ V₆ h6, hmax, hbar, ?_⟩
  -- the gap is `(4V₆ - V₃)² / (16V₆)`
  rw [hscan, hbar, lt_div_iff₀ (by linarith)]
  have hgap : 0 < (4 * V₆ - V₃) ^ 2 := pow_pos (by linarith) 2
  linarith
```

The five parts of the conclusion are the scan value, the strict local minimum, the greatest energy, the true barrier and the strict inequality. In the proof, `hmax` joins the attained value to the upper bound, and `hbar` replaces the supremum and infimum by the extrema just found. For the inequality, `lt_div_iff₀` clears the positive denominator, and what remains is the positive square `hgap`.

As an instance, chosen for easy arithmetic and not as typical of methyl groups, take $V_3=V_6=1$. The scan gives $1$. The maximum lies at $c=-1/4$, that is at $p\approx 34.8°$ and, by reflection, at $85.2°$, on either side of the eclipsed angle. Its energy is $\tfrac12\cdot\tfrac54+\tfrac{15}{16}=\tfrac{25}{16}=1.5625$, so the scan misses 36% of the barrier.

In the limit $V_6\to V_3/4$ from above, the two humps merge at the eclipsed angle and the error vanishes quadratically in $4V_6-V_3$. At the limit itself $V=V_3-V_6(1+c)^2$, a maximum whose top is flat to third order in the displacement.

## The exact range of validity of two points

For $V_3>0$ the scan is right precisely when $|V_6|\le V_3/4$. Inside this range both sampled points are global extrema. Above it, the maximum is missed. Below it, for $V_6<-V_3/4$, the eclipsed energy is still the maximum, but the minimum is

$$\frac{(V_3+4V_6)^2}{16V_6}<0,$$

which lies below the staggered energy. The true barrier is then larger than $V_3$ again.

```lean
/-- For `V₃ > 0`, the two-point scan gives the true barrier exactly when `|V₆| ≤ V₃/4`. -/
theorem scan_exact_iff (V₃ V₆ : ℝ) (h3 : 0 < V₃) :
    scanBarrier V₃ V₆ = rotorBarrier V₃ V₆ ↔ |V₆| ≤ V₃ / 4 := by
  have hscan : scanBarrier V₃ V₆ = V₃ := by
    rw [scanBarrier, (staggered_and_eclipsed V₃ V₆).1, (staggered_and_eclipsed V₃ V₆).2,
      sub_zero]
  obtain ⟨hmin, hmax⟩ := global_extrema V₃ V₆ h3.le
  constructor
  · intro heq
    by_contra hcon
    rcases lt_abs.mp (not_le.mp hcon) with h | h
    · exact (scan_underestimates_barrier V₃ V₆ h3 h).2.2.2.2.ne heq
    · -- for strongly negative `V₆` the minimum drops below the staggered energy
      have hneg : V₆ < 0 := by linarith
      have hleast : IsLeast (Set.range (potential V₃ V₆))
          ((V₃ + 4 * V₆) ^ 2 / (16 * V₆)) := by
        refine ⟨extremum_attained V₃ V₆ hneg.ne ?_, ?_⟩
        · rw [abs_of_pos h3, abs_of_neg hneg]
          linarith
        · rintro _ ⟨p, rfl⟩
          rw [potential_completed_square _ _ _ hneg.ne]
          linarith [mul_nonneg (neg_nonneg.mpr hneg.le)
            (sq_nonneg (Real.cos (3 * p) + V₃ / (4 * V₆)))]
      have hlow : (V₃ + 4 * V₆) ^ 2 / (16 * V₆) < 0 :=
        div_neg_of_pos_of_neg (sq_pos_of_ne_zero (by linarith : V₃ + 4 * V₆ < 0).ne)
          (by linarith)
      rw [hscan, rotorBarrier, (hmax (by linarith)).csSup_eq, hleast.csInf_eq] at heq
      linarith
  · intro h
    obtain ⟨h1, h2⟩ := abs_le.mp h
    rw [hscan, rotorBarrier, (hmax h2).csSup_eq, (hmin h1).csInf_eq, sub_zero]
```

The forward direction argues by contradiction and splits $|V_6|>V_3/4$ into its two signs. The positive case is the previous theorem. In the negative case the completed square gives a lower bound instead of an upper one, recorded as `hleast`. The reverse direction reads both extrema off `global_extrema`.

## An extra point at 30°

Suppose that $V_3>0$ and $V_6>V_3/4$ again, and add the midpoint $p=\pi/6$ to the scan. There $c=0$, so $V(\pi/6)=V_3/2+V_6$. Expanding the true barrier as $V_3^2/(16V_6)+V_3/2+V_6$ shows that the new point falls short of it by

$$\frac{V_3^2}{16V_6}.$$

It lies above the eclipsed energy when $V_3/2+V_6>V_3$, that is, exactly when $V_6>V_3/2$.

```lean
/-- For `V₃ > 0` and `V₆ > V₃/4`, the energy at 30° relative to the staggered one falls short of
the true barrier by `V₃² / (16V₆)`, and it exceeds the eclipsed energy exactly when
`V₆ > V₃/2`. -/
theorem thirty_degree_point (V₃ V₆ : ℝ) (h3 : 0 < V₃) (h6 : V₃ / 4 < V₆) :
    rotorBarrier V₃ V₆ - (potential V₃ V₆ (π / 6) - potential V₃ V₆ 0)
      = V₃ ^ 2 / (16 * V₆) ∧
    (potential V₃ V₆ (π / 3) < potential V₃ V₆ (π / 6) ↔ V₃ / 2 < V₆) := by
  have hpos : 0 < V₆ := by linarith
  have hne : V₆ ≠ 0 := hpos.ne'
  have hmid : potential V₃ V₆ (π / 6) = V₃ / 2 + V₆ := by
    have h : 3 * (π / 6) = π / 2 := by ring
    rw [potential_eq, h, Real.cos_pi_div_two]
    ring
  obtain ⟨hs, he⟩ := staggered_and_eclipsed V₃ V₆
  constructor
  · rw [(scan_underestimates_barrier V₃ V₆ h3 h6).2.2.2.1, hmid, hs]
    field_simp
    ring
  · rw [he, hmid]
    constructor <;> intro h <;> linarith

end

end TorsionalScan
```

The value at 30° is `hmid`; the shortfall follows by clearing denominators, and the comparison is linear. With $V_3=V_6=1$ the midpoint gives $1.5$, only $1/16$ too low. For $V_3/4<V_6\le V_3/2$, however, the midpoint is no higher than the eclipsed point, so the largest of the three energies is still $V_3$, and reading the barrier off it still misses the humps. Within this model the three energies, measured from the staggered one, do fix both coefficients: $V_3=V(\pi/3)$ and $V_6=V(\pi/6)-V_3/2$. If the $V_6$ found in this way exceeds $V_3/4$, the formula above gives the true barrier; if $|V_6|\le V_3/4$, the barrier is simply $V_3$; if $V_6<-V_3/4$, it is $V_3$ minus the negative minimum found in the previous section.

For a one-dimensional torsional curve with only these two cosine terms, this tells someone computing or fitting a rotational barrier when two energies suffice. A curve with other Fourier terms needs its own analysis.

```lean
#print axioms TorsionalScan.scan_underestimates_barrier
#print axioms TorsionalScan.scan_exact_iff
#print axioms TorsionalScan.thirty_degree_point
```

```
'TorsionalScan.scan_underestimates_barrier' depends on axioms: [propext, Classical.choice, Quot.sound]
'TorsionalScan.scan_exact_iff' depends on axioms: [propext, Classical.choice, Quot.sound]
'TorsionalScan.thirty_degree_point' depends on axioms: [propext, Classical.choice, Quot.sound]
```
